# Kramers pairs in the propagator of a two-band spin-fermion model with real hopping and real fields

Electrons with spin ½ live in two bands on N sites each and scatter from one band to the other off a fluctuating magnetic order parameter. For one fixed configuration, the order parameter is a set of real numbers φ_a(j), with a = x, y, z and j a site. The one-particle Hamiltonian is the 4N × 4N matrix

H(φ) = h ⊗ 1 + Σ_a g_a ⊗ σ_a

where the first factor acts on band and site and the second on spin. In band blocks,

h = [[A, 0], [0, B]], g_a = [[0, D_a], [D_a, 0]], D_a = diag(φ_a).

A and B are real hopping matrices, with chemical potentials on their diagonals, and the σ_a are the Pauli matrices. The coupling constant is absorbed into φ. Real hopping excludes the complex Peierls phases of a general orbital magnetic field; only phase factors ±1 are allowed.

Write conj(M) for the entrywise complex conjugate, τ_z for the matrix that is +1 on the first band and −1 on the second, and ε = iσ_y = [[0, 1], [−1, 0]]. Define

U = τ_z ⊗ ε, Tψ = U conj(ψ).

T is not the usual time reversal, which lacks τ_z and would reverse the sign of the coupling to φ.

## A symmetry that survives every time slice

For all real A, B and φ, T is antiunitary and

T H(φ) = H(φ) T, T² = −1.

The same symmetry holds for the imaginary-time propagator through any finite sequence of field configurations. With Δτ the length of a time slice, and the subscript of φ now numbering the slices, it is

P = exp(−Δτ H(φ_1)) exp(−Δτ H(φ_2)) ⋯ exp(−Δτ H(φ_m)).

If Pψ = μψ, then P Tψ = conj(μ) Tψ, and Tψ is orthogonal to ψ. Eigenvectors of P therefore come in Kramers pairs, although P is in general not Hermitian.

## Where determinant Monte Carlo uses the pairs

Once φ is fixed the electrons are non-interacting, and tracing them out on a finite lattice gives the configuration the weight det(1 + P), times a bosonic factor. A determinant Monte Carlo code that samples this weight as a probability relies on its being non-negative, and the symmetry T, with T² = −1, is the source of that property here: it pairs μ with conj(μ) and gives real μ even multiplicity.

The symmetry also gives a cheap check on a new implementation. For each slice matrix E = exp(−Δτ H(φ)), the residual

U conj(E) − E U

should vanish up to rounding. A wrong sign in one of the two non-zero entries of σ_y, or a coupling put inside a band instead of between the bands, generally shows up at once. A wrong overall sign of σ_y does not, because it amounts to replacing φ_y by −φ_y, which is another allowed field. U must follow the index order of the code; above, spin is the fastest index.

Many codes split each slice into a hopping factor and a coupling factor. Each factor is the exponential of a special case of H, with φ = 0 or with A = B = 0, so each has the symmetry, and so does their product by the product rule below.

## Two minus signs that cancel

An operator M commutes with T when U conj(M) = M U. For the spin factor, direct multiplication gives

ε conj(σ_a) = −σ_a ε for a = x, y, z.

For the band factor, h is block-diagonal and g_a is block-off-diagonal, so

τ_z h = h τ_z, τ_z g_a = −g_a τ_z.

Since h and g_a are real,

U conj(H) = τ_z h ⊗ ε + Σ_a τ_z g_a ⊗ ε conj(σ_a)
= h τ_z ⊗ ε + Σ_a (−g_a τ_z) ⊗ (−σ_a ε)
= H U.

U is real, with U² = τ_z² ⊗ ε² = −1 and U†U = 1. Hence T²ψ = U²ψ = −ψ, and with ⟨χ, ψ⟩ = χ†ψ,

⟨Tχ, Tψ⟩ = conj(χ)† U†U conj(ψ) = conj(⟨χ, ψ⟩).

For the exponential, rewrite the relation as H = U conj(H) U⁻¹. For real Δτ,

E = exp(−Δτ H) = U exp(−Δτ conj(H)) U⁻¹ = U conj(E) U⁻¹,

so U conj(E) = E U. If E and F both satisfy the relation, then

U conj(EF) = E U conj(F) = E F U,

and induction over the slices gives it for P.

Now let Pψ = μψ. Then

P Tψ = T Pψ = T(μψ) = conj(μ) Tψ.

For orthogonality, let s_i = ±1 be the band sign of orbital i. The components of Tψ are s_i conj(ψ_i↓) for spin up and −s_i conj(ψ_i↑) for spin down, so

⟨Tψ, ψ⟩ = Σ_i s_i (ψ_i↓ ψ_i↑ − ψ_i↑ ψ_i↓) = 0.

Symmetry of A and B was not used. It makes H Hermitian, because the g_a are real symmetric and the σ_a Hermitian.

## The Lean 4 source

```lean
import Mathlib

open Matrix
open scoped Kronecker

namespace SpinFermionModel

noncomputable section

variable {n o : Type*} [Fintype n] [DecidableEq n] [Fintype o] [DecidableEq o]

/-- The three Pauli matrices. -/
def pauli : Fin 3 → Matrix (Fin 2) (Fin 2) ℂ :=
  ![!![0, 1; 1, 0], !![0, -Complex.I; Complex.I, 0], !![1, 0; 0, -1]]

/-- The real spin matrix `i σ_y`. -/
def spinFlip : Matrix (Fin 2) (Fin 2) ℂ := !![0, 1; -1, 0]

/-- The diagonal of `τ_z`: plus one on the first band, minus one on the second. -/
def bandSign : n ⊕ n → ℂ := Sum.elim (fun _ => 1) (fun _ => -1)

/-- The matrix `diag(s) ⊗ i σ_y` on orbitals and spin. -/
def kramers (s : o → ℂ) : Matrix (o × Fin 2) (o × Fin 2) ℂ := diagonal s ⊗ₖ spinFlip

/-- The two-band Hamiltonian: hopping `A ⊗ 1` and `B ⊗ 1` within the bands, and
the coupling `∑ a, diag(φ a) ⊗ σ a` between them. -/
def hamiltonian (A B : Matrix n n ℝ) (φ : Fin 3 → n → ℝ) :
    Matrix ((n ⊕ n) × Fin 2) ((n ⊕ n) × Fin 2) ℂ :=
  (fromBlocks A 0 0 B).map Complex.ofReal ⊗ₖ (1 : Matrix (Fin 2) (Fin 2) ℂ) +
    ∑ a, (fromBlocks 0 (diagonal (φ a)) (diagonal (φ a)) 0).map Complex.ofReal ⊗ₖ pauli a

/-- The product of the imaginary-time steps `exp(-Δτ H(φ))` over a list of fields `φ`. -/
def propagator (A B : Matrix n n ℝ) (Δτ : ℝ) (L : List (Fin 3 → n → ℝ)) :
    Matrix ((n ⊕ n) × Fin 2) ((n ⊕ n) × Fin 2) ℂ :=
  (L.map fun φ => NormedSpace.exp (((-Δτ : ℝ) : ℂ) • hamiltonian A B φ)).prod

/-- The map `T = (τ_z ⊗ 1 ⊗ i σ_y) K`, with `K` complex conjugation. -/
def timeReversal (ψ : (n ⊕ n) × Fin 2 → ℂ) : (n ⊕ n) × Fin 2 → ℂ :=
  kramers bandSign *ᵥ star ψ

/-- The matrix `M` commutes with the antilinear map `U K`. -/
def TInvariant (U M : Matrix o o ℂ) : Prop := U * M.map (starRingEnd ℂ) = M * U

/-- The matrix `diag(s) ⊗ i σ_y` acts within each orbital, from the left and from the right. -/
theorem kramers_apply (s : o → ℂ) (v : o × Fin 2 → ℂ) (i : o) (σ : Fin 2) :
    (kramers s *ᵥ v) (i, σ) = s i * ∑ ρ, spinFlip σ ρ * v (i, ρ) ∧
    (v ᵥ* kramers s) (i, σ) = s i * ∑ ρ, v (i, ρ) * spinFlip ρ σ := by
  constructor
  · change ∑ p, kramers s (i, σ) p * v p = _
    rw [Fintype.sum_prod_type, Finset.sum_eq_single i]
    · rw [Finset.mul_sum]
      refine Finset.sum_congr rfl fun ρ _ => ?_
      simp only [kramers, kroneckerMap_apply, diagonal_apply_eq]
      ring
    · intro k _ hk
      simp [kramers, Matrix.diagonal_apply_ne _ hk.symm]
    · simp
  · change ∑ p, v p * kramers s p (i, σ) = _
    rw [Fintype.sum_prod_type, Finset.sum_eq_single i]
    · rw [Finset.mul_sum]
      refine Finset.sum_congr rfl fun ρ _ => ?_
      simp only [kramers, kroneckerMap_apply, diagonal_apply_eq]
      ring
    · intro k _ hk
      simp [kramers, Matrix.diagonal_apply_ne _ hk]
    · simp

/-- If `U² = -1`, the exponential of a time-reversal invariant matrix is invariant. -/
theorem TInvariant.exp {U M : Matrix o o ℂ} (hU : U * U = -1) (h : TInvariant U M) :
    TInvariant U (NormedSpace.exp M) := by
  have h1 : U * -U = 1 := by rw [mul_neg, hU, neg_neg]
  have h2 : -U * U = 1 := by rw [neg_mul, hU, neg_neg]
  have hinv : U⁻¹ = -U := inv_eq_right_inv h1
  have hM : U * M.map (starRingEnd ℂ) * U⁻¹ = M := by
    rw [show U * M.map (starRingEnd ℂ) = M * U from h, hinv, mul_assoc, h1, mul_one]
  have hm : ∀ X : Matrix o o ℂ, X.map (starRingEnd ℂ) = Xᴴᵀ := fun _ => rfl
  have he := Matrix.exp_conj U (M.map (starRingEnd ℂ)) ⟨⟨U, -U, h1, h2⟩, rfl⟩
  rw [hM, hinv] at he
  unfold TInvariant
  rw [he, mul_assoc _ (-U) U, h2, mul_one, ← he, hm, hm, exp_transpose, exp_conjTranspose]

/-- The spin-fermion Hamiltonian satisfies the matrix form of time-reversal invariance. -/
theorem hamiltonian_invariant (A B : Matrix n n ℝ) (φ : Fin 3 → n → ℝ) :
    TInvariant (kramers bandSign) (hamiltonian A B φ) := by
  unfold TInvariant
  ext ⟨i, σ⟩ ⟨j, τ⟩
  change (kramers bandSign *ᵥ fun r => starRingEnd ℂ (hamiltonian A B φ r (j, τ))) (i, σ) =
    (hamiltonian A B φ (i, σ) ᵥ* kramers bandSign) (j, τ)
  rw [(kramers_apply _ _ _ _).1, (kramers_apply _ _ _ _).2]
  -- the signs of τ_z and of the reversed spin cancel in the interband blocks
  rcases i with i | i <;> rcases j with j | j <;>
    simp only [hamiltonian, Fin.sum_univ_three, Fin.sum_univ_two, Matrix.add_apply,
      kroneckerMap_apply, Matrix.map_apply, fromBlocks_apply₁₁, fromBlocks_apply₁₂,
      fromBlocks_apply₂₁, fromBlocks_apply₂₂] <;>
    fin_cases σ <;> fin_cases τ <;>
    simp [pauli, spinFlip, bandSign, Matrix.one_apply]

/-- A matrix that satisfies the matrix form of the invariance commutes with `T` on vectors. -/
theorem TInvariant.timeReversal_mulVec {M : Matrix ((n ⊕ n) × Fin 2) ((n ⊕ n) × Fin 2) ℂ}
    (h : TInvariant (kramers bandSign) M) (ψ : (n ⊕ n) × Fin 2 → ℂ) :
    timeReversal (M *ᵥ ψ) = M *ᵥ timeReversal ψ := by
  have hc : star (M *ᵥ ψ) = M.map (starRingEnd ℂ) *ᵥ star ψ := by
    ext p
    simp [Matrix.mulVec, dotProduct]
  unfold timeReversal
  rw [hc, mulVec_mulVec, mulVec_mulVec,
    show kramers bandSign * M.map (starRingEnd ℂ) = M * kramers bandSign from h]

/-- The map `T` is antiunitary: it turns every inner product into its complex conjugate. -/
theorem timeReversal_antiunitary (χ ψ : (n ⊕ n) × Fin 2 → ℂ) :
    star (timeReversal χ) ⬝ᵥ timeReversal ψ = star (star χ ⬝ᵥ ψ) := by
  simp only [dotProduct, star_sum, Fintype.sum_prod_type, Fin.sum_univ_two, Pi.star_apply,
    timeReversal, kramers_apply]
  refine Finset.sum_congr rfl fun i _ => ?_
  rcases i with i | i <;> simp [spinFlip, bandSign] <;> ring

/-- The map `T` commutes with the two-band spin-fermion Hamiltonian for all real hopping
matrices and real fields, and `T² = -1`. -/
theorem timeReversal_symmetry (A B : Matrix n n ℝ) (φ : Fin 3 → n → ℝ)
    (ψ : (n ⊕ n) × Fin 2 → ℂ) :
    timeReversal (hamiltonian A B φ *ᵥ ψ) = hamiltonian A B φ *ᵥ timeReversal ψ ∧
    timeReversal (timeReversal ψ) = -ψ := by
  refine ⟨(hamiltonian_invariant A B φ).timeReversal_mulVec ψ, ?_⟩
  ext ⟨i, σ⟩
  simp only [timeReversal, kramers_apply, Pi.star_apply, Fin.sum_univ_two]
  rcases i with i | i <;> fin_cases σ <;> simp [spinFlip, bandSign]

omit [Fintype n] in
/-- For symmetric hopping matrices the spin-fermion Hamiltonian is Hermitian. -/
theorem hamiltonian_isHermitian (A B : Matrix n n ℝ) (φ : Fin 3 → n → ℝ)
    (hA : A.IsSymm) (hB : B.IsSymm) : (hamiltonian A B φ).IsHermitian := by
  have hd : ∀ a i j, diagonal (φ a) j i = diagonal (φ a) i j := fun a i j =>
    congrFun (congrFun (diagonal_transpose (φ a)) i) j
  ext ⟨i, σ⟩ ⟨j, τ⟩
  rw [conjTranspose_apply]
  rcases i with i | i <;> rcases j with j | j <;>
    simp only [hamiltonian, Fin.sum_univ_three, Matrix.add_apply, kroneckerMap_apply,
      Matrix.map_apply, fromBlocks_apply₁₁, fromBlocks_apply₁₂, fromBlocks_apply₂₁,
      fromBlocks_apply₂₂, hA.apply i j, hB.apply i j, hd _ i j] <;>
    fin_cases σ <;> fin_cases τ <;> simp [pauli]

/-- The propagator through any sequence of real fields is time-reversal invariant. -/
theorem propagator_invariant (A B : Matrix n n ℝ) (Δτ : ℝ) (L : List (Fin 3 → n → ℝ)) :
    TInvariant (kramers bandSign) (propagator A B Δτ L) := by
  have hU : kramers (bandSign (n := n)) * kramers bandSign = -1 := by
    ext ⟨i, σ⟩ ⟨j, τ⟩
    change (kramers bandSign *ᵥ fun r => kramers bandSign r (j, τ)) (i, σ) = _
    rw [(kramers_apply _ _ _ _).1]
    by_cases h : i = j
    · subst h
      rcases i with i | i <;> fin_cases σ <;> fin_cases τ <;>
        simp [kramers, spinFlip, bandSign]
    · fin_cases σ <;> fin_cases τ <;>
        simp [kramers, spinFlip, h]
  unfold propagator
  induction L with
  | nil =>
    unfold TInvariant
    rw [List.map_nil, List.prod_nil, Matrix.map_one _ (map_zero _) (map_one _),
      mul_one, one_mul]
  | cons φ L ih =>
    have h : TInvariant (kramers bandSign) (((-Δτ : ℝ) : ℂ) • hamiltonian A B φ) := by
      have hc : (((-Δτ : ℝ) : ℂ) • hamiltonian A B φ).map (starRingEnd ℂ) =
          ((-Δτ : ℝ) : ℂ) • (hamiltonian A B φ).map (starRingEnd ℂ) := by
        ext p q
        simp
      have hH := hamiltonian_invariant A B φ
      unfold TInvariant at *
      rw [hc, Matrix.mul_smul, hH, Matrix.smul_mul]
    have h' := h.exp hU
    unfold TInvariant at *
    rw [List.map_cons, List.prod_cons, Matrix.map_mul, ← mul_assoc, h', mul_assoc, ih,
      mul_assoc]

/-- If the propagator maps `ψ` to `μ ψ`, it maps `T ψ` to `μ* T ψ`, and `T ψ` is
orthogonal to `ψ`. -/
theorem propagator_kramers_pair (A B : Matrix n n ℝ) (Δτ : ℝ) (L : List (Fin 3 → n → ℝ))
    (ψ : (n ⊕ n) × Fin 2 → ℂ) (μ : ℂ) (h : propagator A B Δτ L *ᵥ ψ = μ • ψ) :
    propagator A B Δτ L *ᵥ timeReversal ψ = star μ • timeReversal ψ ∧
    star (timeReversal ψ) ⬝ᵥ ψ = 0 := by
  constructor
  · rw [← (propagator_invariant A B Δτ L).timeReversal_mulVec, h]
    unfold timeReversal
    rw [star_smul, mulVec_smul]
  · -- the two spin components of each orbital cancel
    simp only [dotProduct, Fintype.sum_prod_type, Fin.sum_univ_two, Pi.star_apply,
      timeReversal, kramers_apply]
    refine Finset.sum_eq_zero fun i _ => ?_
    rcases i with i | i <;> simp [spinFlip, bandSign] <;> ring

end

end SpinFermionModel
```

```lean
#print axioms SpinFermionModel.timeReversal_antiunitary
-- 'SpinFermionModel.timeReversal_antiunitary' depends on axioms: [propext, Classical.choice, Quot.sound]
#print axioms SpinFermionModel.timeReversal_symmetry
-- 'SpinFermionModel.timeReversal_symmetry' depends on axioms: [propext, Classical.choice, Quot.sound]
#print axioms SpinFermionModel.hamiltonian_isHermitian
-- 'SpinFermionModel.hamiltonian_isHermitian' depends on axioms: [propext, Classical.choice, Quot.sound]
#print axioms SpinFermionModel.propagator_kramers_pair
-- 'SpinFermionModel.propagator_kramers_pair' depends on axioms: [propext, Classical.choice, Quot.sound]
```

## Reading the definitions and theorems

The finite type `n` labels the sites of one band, `n ⊕ n` the orbitals of both bands, and `Fin 2` the spin, with 0 for up and 1 for down. `pauli 0`, `pauli 1` and `pauli 2` are σ_x, σ_y and σ_z. `spinFlip` is ε, not σ_x, and `kramers bandSign` is U. In the entrywise proofs the letter `τ` is a spin index, unrelated to τ_z.

`TInvariant U M` is the matrix relation U conj(M) = M U. Where the docstrings speak of time-reversal invariance they mean this relation, not invariance under the usual time reversal. `timeReversal` is T, and `star χ ⬝ᵥ ψ` is the inner product ⟨χ, ψ⟩. In `propagator`, the head of the list `L` is the leftmost factor, which is the latest slice in the usual time ordering; the empty list gives P = 1.

`timeReversal_symmetry` states that T commutes with H on every vector and that T² = −1. `timeReversal_antiunitary` gives the inner-product rule, and `propagator_kramers_pair` the paired eigenvalues and the orthogonality. Δτ may be any real number, and only `hamiltonian_isHermitian` assumes that A and B are symmetric. The pair theorem also accepts ψ = 0, for which it says nothing of interest; for ψ ≠ 0, orthogonality makes ψ and Tψ linearly independent.

## Entries, exponentials and induction in the proof

`kramers_apply` reduces multiplication by U, from either side, to a sum over two spin values: `Finset.sum_eq_single` keeps the one orbital that contributes. `hamiltonian_invariant` then compares both sides of U conj(H) = H U entry by entry. The `rcases` steps choose the bands, `fin_cases` chooses the spins, and `simp` finds the two cancelling signs that the derivation obtained from Kronecker products.

`TInvariant.exp` is the conjugation argument for the exponential. It uses `Matrix.exp_conj` for the similarity transformation and writes conj(M) as the transpose of M†, so that the rules for exponentials of transposes and adjoints apply. `propagator_invariant` first checks U² = −1, then runs the induction over `L`: the `nil` case is the identity matrix, and the `cons` case is the product rule.

`TInvariant.timeReversal_mulVec` turns the matrix relation into commutation with T on vectors. This gives the first half of `timeReversal_symmetry` and the eigenvalue half of `propagator_kramers_pair`. The remaining claims, T² = −1, the inner-product rule and orthogonality, are sums over the two spin components of each orbital. `hamiltonian_isHermitian` is another comparison of entries.

## From eigenvalue pairs to the sign of det(1 + P)

The theorems concern the one-particle matrix P; the step left to a real simulation is the sign of the weight det(1 + P). Eigenvectors alone do not settle it, because P need not be diagonalisable, but generalised eigenspaces do. T maps the generalised eigenspace of μ onto that of conj(μ), so non-real eigenvalues occur with equal multiplicities and contribute factors |1 + μ|². For real μ, T maps the space to itself with T² = −1, which forces an even dimension and an even power of 1 + μ. Hence det(1 + P) ≥ 0. This determinant argument is ordinary linear algebra and has no theorem in the Lean source.

The bosonic factor has to be non-negative as well, which depends on the action chosen for φ.

## Spin-orbit hopping within a band

The same sign count admits a further term, Σ_a iΛ_a ⊗ σ_a, where each Λ_a is real and block-diagonal in the bands. Here τ_z commutes with Λ_a, and the minus sign from the spin factor is compensated by conj(i) = −i. The term is Hermitian when each Λ_a is antisymmetric, as for spin-orbit hopping, and the Kramers pairs of P persist.
